# The Slater determinant ratio for a multi-electron move as a determinant over the moved electrons

Consider a variational Monte Carlo run whose trial function is a single Slater determinant without a Jastrow factor, with symmetrically proposed moves and the Metropolis rule. The acceptance probability of a move then depends only on the ratio of the new determinant to the old one. When the old determinant is nonzero and the inverse of its matrix is stored, this ratio can be computed as a determinant with one row per moved electron. The parts below derive that determinant and the resulting acceptance probability.

Let $A$ and $B$ be square matrices over a field $F$, with rows and columns labelled by a finite set $n$, and let $K$ be a subset of $n$. In the application, $A$ belongs to the current positions and $B$ to the proposed ones.

```lean
import Mathlib

open Matrix

namespace SlaterMultiElectronMove

noncomputable section

variable {n F X : Type*} [Fintype n] [DecidableEq n] [Field F]
```

Write $R_K(A,B)$ for the matrix $A$ with its rows in $K$ taken from $B$. In Lean this is `replaceRows K A B`.

```lean
/-- The matrix `A` with the rows in the set `K` replaced by those of `B`. -/
def replaceRows (K : Finset n) (A B : Matrix n n F) : Matrix n n F :=
  Matrix.of fun i j => if i ∈ K then B i j else A i j
```

For any matrix $M$, let $M_{KK}$ be the block with both indices in $K$. The block $(BA^{-1})_{KK}$ is `moveMatrix K A B`; its indices are elements of `K`, and `Subtype.val` reads them as elements of `n`. It uses only the rows of $B$ in $K$, so the rows of $B$ for unmoved electrons are irrelevant.

```lean
/-- The `K` by `K` block of `B A⁻¹`, for an invertible matrix `A`. -/
def moveMatrix (K : Finset n) (A B : Matrix n n F) : Matrix K K F :=
  (B * A⁻¹).submatrix Subtype.val Subtype.val
```

## (a) Row replacement and multiplication from the right

Show that for every matrix $C$

$$R_K(A,B)\,C = R_K(AC,BC).$$

Row $i$ of a product depends only on row $i$ of the left factor. If $i\in K$, the $(i,j)$ entry on the left is $\sum_l B_{il}C_{lj}=(BC)_{ij}$. If $i\notin K$, it is $\sum_l A_{il}C_{lj}=(AC)_{ij}$. These are the entries on the right. The Lean proof makes the same case distinction with `by_cases`.

```lean
/-- Replacing rows commutes with multiplication by a matrix from the right. -/
theorem replaceRows_mul (K : Finset n) (A B C : Matrix n n F) :
    replaceRows K A B * C = replaceRows K (A * C) (B * C) := by
  ext i j
  by_cases h : i ∈ K <;> simp [replaceRows, Matrix.mul_apply, h]
```

## (b) An identity matrix with some rows replaced

Show that for every matrix $M$

$$\det R_K(1,M)=\det M_{KK}.$$

List the indices in $K$ first and call the remaining ones $K^c$. Reordering rows and columns in the same way leaves the determinant unchanged, and

$$R_K(1,M)=\begin{pmatrix}M_{KK}&M_{KK^c}\\0&1\end{pmatrix}.$$

The determinant of a block triangular matrix is the product of the determinants of its diagonal blocks, here $\det M_{KK}\cdot 1$.

In the code, `h` is the block triangular formula, with the vanishing lower left block proved inside it. The statements `hK` and `hc` identify the two diagonal blocks.

```lean
/-- If the rows in `K` of the identity are replaced by those of `M`, the determinant is
that of the `K` by `K` block of `M`. -/
theorem det_replaceRows_one (K : Finset n) (M : Matrix n n F) :
    (replaceRows K 1 M).det =
      (M.submatrix (Subtype.val : K → n) (Subtype.val : K → n)).det := by
  -- rows outside `K` are unit vectors, so the matrix is block triangular
  have h := Matrix.twoBlockTriangular_det (replaceRows K 1 M) (fun i => i ∈ K) (by
    intro i hi j hj
    have hij : i ≠ j := fun e => hi (e ▸ hj)
    simp [replaceRows, hi, hij])
  have hK : Matrix.toSquareBlockProp (replaceRows K 1 M) (fun i => i ∈ K) =
      M.submatrix Subtype.val Subtype.val := by
    ext i j
    simp [Matrix.toSquareBlockProp, replaceRows, i.2]
  have hc : Matrix.toSquareBlockProp (replaceRows K 1 M) (fun i => ¬ i ∈ K) = 1 := by
    ext i j
    simp [Matrix.toSquareBlockProp, replaceRows, i.2, Matrix.one_apply, Subtype.ext_iff]
  rw [hK, hc, Matrix.det_one, mul_one] at h
  convert h
```

## (c) The determinant after replacing several rows

Assume $\det A\ne0$. Show that

$$\det R_K(A,B)=\det\big[(BA^{-1})_{KK}\big]\,\det A.$$

Since $A$ is invertible, $B=(BA^{-1})A$. Part (a), read from right to left, gives

$$R_K(A,B)=R_K\big(1\cdot A,(BA^{-1})A\big)=R_K(1,BA^{-1})\,A.$$

Take determinants and apply (b) with $M=BA^{-1}$. In Lean, `hB` is the identity for $B$ and `hfac` the factorisation.

If $K$ is empty, the block has size zero and determinant $1$, and the formula reads $\det A=\det A$. If $K$ is all of $n$, it reduces to $\det B=\det(BA^{-1})\det A$.

The hypothesis `hA` says that the current configuration does not lie on a node of the determinant. Without it the equation can fail: for the one by one matrices $A=0$ and $B=1$, replacing the only row gives determinant $1$, while the right side contains the factor $\det A=0$.

```lean
/-- Replacing the rows in `K` of an invertible matrix `A` by those of `B` multiplies its
determinant by the determinant of the `K` by `K` block of `B A⁻¹`. -/
theorem det_replaceRows (K : Finset n) (A B : Matrix n n F) (hA : A.det ≠ 0) :
    (replaceRows K A B).det = (moveMatrix K A B).det * A.det := by
  have hB : B * A⁻¹ * A = B := by
    rw [Matrix.mul_assoc, Matrix.nonsing_inv_mul A (isUnit_iff_ne_zero.mpr hA),
      Matrix.mul_one]
  -- factor the old matrix out on the right
  have hfac : replaceRows K A B = replaceRows K 1 (B * A⁻¹) * A := by
    rw [replaceRows_mul, Matrix.one_mul, hB]
  rw [hfac, Matrix.det_mul, det_replaceRows_one, moveMatrix]
```

## (d) The ratio

Under the same assumption, show that

$$\frac{\det R_K(A,B)}{\det A}=\det\big[(BA^{-1})_{KK}\big].$$

Divide (c) by the nonzero number $\det A$. The Lean proof does this by cancelling the common factor.

```lean
/-- For invertible `A`, the ratio of the new to the old determinant is the determinant of
the `K` by `K` block of `B A⁻¹`. -/
theorem det_ratio (K : Finset n) (A B : Matrix n n F) (hA : A.det ≠ 0) :
    (replaceRows K A B).det / A.det = (moveMatrix K A B).det := by
  rw [det_replaceRows K A B hA, mul_div_cancel_right₀ _ hA]
```

## (e) When the new determinant vanishes

Still with $\det A\neq 0$, show that

$$\det R_K(A,B)\ne0\iff\det\big[(BA^{-1})_{KK}\big]\ne0.$$

By (c) the new determinant is a product whose second factor, $\det A$, is nonzero. In a field such a product is nonzero exactly when its first factor is. The move therefore ends on a node exactly when the block is singular.

```lean
/-- For invertible `A`, the matrix with replaced rows has nonzero determinant exactly when
the `K` by `K` block of `B A⁻¹` has. -/
theorem det_replaceRows_ne_zero_iff (K : Finset n) (A B : Matrix n n F)
    (hA : A.det ≠ 0) :
    (replaceRows K A B).det ≠ 0 ↔ (moveMatrix K A B).det ≠ 0 := by
  rw [det_replaceRows K A B hA]
  simp [hA]
```

## (f) One row

For $\det A\ne0$ and a single row $k$, show that

$$\det R_{\{k\}}(A,B)=\Big(\sum_j B_{kj}(A^{-1})_{jk}\Big)\det A.$$

The block in (c) now has the single entry $(BA^{-1})_{kk}$, which is the sum shown. In Lean, `Subsingleton` records that the index set has only one element, so the determinant equals that entry.

```lean
/-- Replacing the single row `k` of an invertible matrix `A` multiplies its determinant by
the product of the new row with column `k` of `A⁻¹`. -/
theorem det_replace_one_row (k : n) (A B : Matrix n n F) (hA : A.det ≠ 0) :
    (replaceRows {k} A B).det = (∑ j, B k j * A⁻¹ j k) * A.det := by
  have : Subsingleton ({k} : Finset n) :=
    ⟨fun a b => Subtype.ext
      ((Finset.mem_singleton.mp a.2).trans (Finset.mem_singleton.mp b.2).symm)⟩
  rw [det_replaceRows _ A B hA,
    Matrix.det_eq_elem_of_subsingleton _ ⟨k, Finset.mem_singleton_self k⟩]
  simp only [moveMatrix, Matrix.submatrix_apply, Matrix.mul_apply]
```

## (g) Two rows

Let $k\ne l$, $\det A\neq0$ and $Q=BA^{-1}$. Show that

$$\det R_{\{k,l\}}(A,B)=\big(Q_{kk}Q_{ll}-Q_{kl}Q_{lk}\big)\det A.$$

This is (c) with the two by two determinant written out. By (f), $Q_{kk}$ and $Q_{ll}$ are the ratios for the two separate moves; the second product is the correction for moving both electrons at once. The equivalence `e` labels the rows by 0 and 1, after which `Matrix.det_fin_two` expands the determinant.

```lean
/-- Replacing two distinct rows `k` and `l` of an invertible matrix `A` multiplies its
determinant by a two by two determinant of entries of `B A⁻¹`. -/
theorem det_replace_two_rows (k l : n) (hkl : k ≠ l) (A B : Matrix n n F)
    (hA : A.det ≠ 0) :
    (replaceRows {k, l} A B).det =
      ((B * A⁻¹) k k * (B * A⁻¹) l l - (B * A⁻¹) k l * (B * A⁻¹) l k) * A.det := by
  -- label the two rows by 0 and 1
  let e : Fin 2 ≃ ({k, l} : Finset n) :=
    Equiv.ofBijective ![⟨k, by simp⟩, ⟨l, by simp⟩] (by
      constructor
      · intro a b h
        fin_cases a <;> fin_cases b <;> simp_all
      · rintro ⟨i, hi⟩
        have hi' : i = k ∨ i = l := by simpa using hi
        rcases hi' with h | h
        · exact ⟨0, Subtype.ext h.symm⟩
        · exact ⟨1, Subtype.ext h.symm⟩)
  rw [det_replaceRows _ A B hA, ← Matrix.det_submatrix_equiv_self e, Matrix.det_fin_two]
  rfl
```

## (h) Moving electrons replaces rows

Let $X$ be the set of one-electron coordinates, $\varphi_j:X\to\mathbb C$ the orbitals and $r_i$ the coordinate of electron $i$. The Slater matrix is $S(r)_{ij}=\varphi_j(r_i)$. The orbitals need not be orthonormal, and the usual factor $1/\sqrt{N!}$ for $N$ electrons is left out because it cancels in ratios.

```lean
/-- The Slater matrix: row `i` holds the values of all orbitals at the position of
electron `i`. -/
def slaterMatrix (φ : n → X → ℂ) (r : n → X) : Matrix n n ℂ :=
  Matrix.of fun i j => φ j (r i)
```

Let $r'_i$ be the proposed coordinate of electron $i$; for $i\notin K$ it may be chosen arbitrarily. Let $s$ be the configuration with $s_i=r'_i$ for $i\in K$ and $s_i=r_i$ otherwise.

```lean
/-- The configuration in which the electrons in `K` have moved from `r` to `r'` and the
others have stayed. -/
def moveElectrons (K : Finset n) (r r' : n → X) : n → X :=
  fun i => if i ∈ K then r' i else r i
```

The Metropolis rule for a symmetric proposal enters as a definition; it is not derived from detailed balance. The trial function is the determinant alone, without a Jastrow factor.

```lean
/-- The Metropolis acceptance probability of a symmetrically proposed move from `r` to `s`
for a Slater determinant that does not vanish at `r`. -/
def acceptance (φ : n → X → ℂ) (r s : n → X) : ℝ :=
  min 1 (‖(slaterMatrix φ s).det‖ ^ 2 / ‖(slaterMatrix φ r).det‖ ^ 2)
```

Show that

$$S(s)=R_K\big(S(r),S(r')\big).$$

The $(i,j)$ entry on the left is $\varphi_j(r'_i)$ for $i\in K$ and $\varphi_j(r_i)$ otherwise, as on the right. The proof in Lean compares entries in these two cases.

```lean
omit [Fintype n] in
/-- Moving the electrons in `K` replaces exactly the rows in `K` of the Slater matrix by
those of the proposed positions. -/
theorem slaterMatrix_moveElectrons (K : Finset n) (φ : n → X → ℂ) (r r' : n → X) :
    slaterMatrix φ (moveElectrons K r r') =
      replaceRows K (slaterMatrix φ r) (slaterMatrix φ r') := by
  ext i j
  by_cases h : i ∈ K <;> simp [slaterMatrix, moveElectrons, replaceRows, h]
```

## (i) The acceptance probability

Assume $\det S(r)\ne0$. Show that the move from $r$ to $s$ is accepted with probability

$$\min\Big(1,\ \big|\det\big[(S(r')S(r)^{-1})_{KK}\big]\big|^2\Big).$$

By definition the second argument of the minimum is

$$\frac{|\det S(s)|^2}{|\det S(r)|^2}=\left|\frac{\det S(s)}{\det S(r)}\right|^2.$$

Insert (h), then (d) with $A=S(r)$ and $B=S(r')$. The Lean proof rewrites with (h) first, then combines the two squared moduli into one with `div_pow` and `norm_div`, and finally applies (d).

```lean
/-- If the Slater determinant does not vanish at `r`, the acceptance probability for moving
the electrons in `K` is the smaller of one and the squared modulus of a `K` by `K`
determinant. -/
theorem acceptance_moveElectrons (K : Finset n) (φ : n → X → ℂ) (r r' : n → X)
    (hr : (slaterMatrix φ r).det ≠ 0) :
    acceptance φ r (moveElectrons K r r') =
      min 1 (‖(moveMatrix K (slaterMatrix φ r) (slaterMatrix φ r')).det‖ ^ 2) := by
  rw [acceptance, slaterMatrix_moveElectrons, ← div_pow, ← norm_div, det_ratio K _ _ hr]

end

end SlaterMultiElectronMove
```

```lean
#print axioms SlaterMultiElectronMove.det_replaceRows_ne_zero_iff
#print axioms SlaterMultiElectronMove.det_replace_one_row
#print axioms SlaterMultiElectronMove.det_replace_two_rows
#print axioms SlaterMultiElectronMove.acceptance_moveElectrons
```

```
'SlaterMultiElectronMove.det_replaceRows_ne_zero_iff' depends on axioms: [propext, Classical.choice, Quot.sound]
'SlaterMultiElectronMove.det_replace_one_row' depends on axioms: [propext, Classical.choice, Quot.sound]
'SlaterMultiElectronMove.det_replace_two_rows' depends on axioms: [propext, Classical.choice, Quot.sound]
'SlaterMultiElectronMove.acceptance_moveElectrons' depends on axioms: [propext, Classical.choice, Quot.sound]
```
